# The overlap-derivative term in gradients of orbital-energy sums and SCF energies

After a self-consistent-field (SCF) calculation has converged, a geometry optimiser needs the forces. The program contracts differentiated integrals with matrices built from the converged orbitals, and does not solve for the orbitals' response to the displacement. When the basis functions move with the nuclei, their overlap can change too, and its derivative enters the force in a term that is called the Pulay term here. The name Pulay force often also covers the derivatives of the basis functions inside the other integrals. The problems below derive this term for real matrices in a finite basis, along a one-parameter path on which the orbitals are assumed to be differentiable.

## Matrices along a path

The parameter $t$ is a displacement. The finite types `n` and `m` label basis functions and occupied orbitals, so the coefficient matrix $C$ may be rectangular.

```lean
import Mathlib

open Matrix Topology

namespace PulayTerms

noncomputable section

variable {n m k : Type*} [Fintype n] [Fintype m]
```

A prime denotes the derivative at $t$, taken entry by entry.

```lean
/-- The matrix function `A` has the derivative `A'` at `t`, entry by entry. -/
def HasMatDeriv {p q : Type*} (A : ℝ → Matrix p q ℝ) (A' : Matrix p q ℝ) (t : ℝ) : Prop :=
  ∀ i j, HasDerivAt (fun s => A s i j) (A' i j) t
```

The density matrix is $P=CC^T$, with one electron per orbital. In a closed-shell calculation with doubly occupied spatial orbitals the factors of two would differ.

```lean
/-- The density matrix `P = C Cᵀ` of the orbitals in the columns of `C`. -/
def density (C : Matrix n m ℝ) : Matrix n n ℝ := C * Cᵀ
```

With a multiplier matrix $E$, the energy-weighted density is $W=CEC^T$. If $E$ is diagonal, its entries are the orbital energies, but nothing below requires that.

```lean
/-- The energy-weighted density matrix `W = C E Cᵀ`. -/
def energyWeighted (C : Matrix n m ℝ) (E : Matrix m m ℝ) : Matrix n n ℝ := C * E * Cᵀ
```

An interaction tensor $g$ produces the mean field $G(P)_{ij}=\sum_{ab}g_{ijab}P_{ab}$. For Hartree–Fock, $g$ holds the antisymmetrised two-electron integrals $g_{ijab}=(ij|ab)-(ib|aj)$, where $(ij|ab)$ is the repulsion integral between the products $\chi_i\chi_j$ and $\chi_a\chi_b$ of real basis functions. Each basis function here includes a spin, up or down, and $(ij|ab)$ is zero unless $\chi_i$ and $\chi_j$ have equal spins and $\chi_a$ and $\chi_b$ do too.

```lean
/-- The mean field `G(P)`, with entries `∑ g i j k l * P k l`, of an interaction tensor `g`. -/
def meanField (g : n → n → n → n → ℝ) (P : Matrix n n ℝ) : Matrix n n ℝ :=
  Matrix.of fun i j => ∑ a, ∑ b, g i j a b * P a b
```

With the one-electron matrix $h$, the electronic energy is $\mathcal E=\mathrm{tr}(Ph)+\tfrac12\mathrm{tr}(P\,G(P))$. Nuclear repulsion is left out.

```lean
/-- The self-consistent-field energy `tr (P h) + ½ tr (P G(P))`. -/
def scfEnergy (h : Matrix n n ℝ) (g : n → n → n → n → ℝ) (P : Matrix n n ℝ) : ℝ :=
  (P * h).trace + (1 / 2 : ℝ) * (P * meanField g P).trace
```

## (a) Differentiating a product

For differentiable matrix functions $A$ and $B$, show that
$$(AB)'=A'B+AB'.$$

**Solution.** Each entry is a finite sum, $(AB)_{ij}=\sum_a A_{ia}B_{aj}$. The scalar product rule gives $\sum_a(A'_{ia}B_{aj}+A_{ia}B'_{aj})$, which is the $ij$ entry of the right-hand side. In Lean, `fun_mul` treats each product and `HasDerivAt.fun_sum` the sum.

```lean
omit [Fintype n] in
/-- The product rule for differentiable matrix functions, with the order of factors kept. -/
theorem HasMatDeriv.mul {A : ℝ → Matrix n m ℝ} {B : ℝ → Matrix m k ℝ}
    {A' : Matrix n m ℝ} {B' : Matrix m k ℝ} {t : ℝ}
    (hA : HasMatDeriv A A' t) (hB : HasMatDeriv B B' t) :
    HasMatDeriv (fun s => A s * B s) (A' * B t + A t * B') t := by
  intro i j
  have h : HasDerivAt (fun s => ∑ a, A s i a * B s a j)
      (∑ a, (A' i a * B t a j + A t i a * B' a j)) t :=
    HasDerivAt.fun_sum fun a _ => (hA i a).fun_mul (hB a j)
  simpa only [Matrix.mul_apply, Matrix.add_apply, Finset.sum_add_distrib] using h
```

## (b) Differentiating a trace

Show that
$$(\mathrm{tr}\,A)'=\mathrm{tr}\,A'.$$

**Solution.** The trace is the finite sum $\sum_i A_{ii}$, which is differentiated term by term.

```lean
/-- The derivative of the trace of a differentiable matrix function is the trace of its
derivative. -/
theorem HasMatDeriv.trace {A : ℝ → Matrix n n ℝ} {A' : Matrix n n ℝ} {t : ℝ}
    (hA : HasMatDeriv A A' t) : HasDerivAt (fun s => (A s).trace) A'.trace t := by
  have h : HasDerivAt (fun s => ∑ i, A s i i) (∑ i, A' i i) t :=
    HasDerivAt.fun_sum fun i _ => hA i i
  simpa only [Matrix.trace, Matrix.diag_apply] using h
```

## (c) Orbitals that stay orthonormal

Let $S$ be the overlap matrix, and let $C^TSC=1$ hold near $t$. Show that
$$C'^TSC+C^TS'C+C^TSC'=0.$$

**Solution.** Applying (a) twice to $C^TSC$ gives the left-hand side. The product is constant near $t$, so its derivative is zero. The hypothesis `∀ᶠ s in 𝓝 t` says "for all $s$ in some neighbourhood of $t$"; orthonormality at the single point $t$ would say nothing about a derivative. In the proof, `h` is the product rule, `h0` is the zero derivative, and `unique` equates them.

```lean
variable [DecidableEq m] {S F : ℝ → Matrix n n ℝ} {C : ℝ → Matrix n m ℝ}
  {S' F' : Matrix n n ℝ} {C' : Matrix n m ℝ} {t : ℝ}

/-- If differentiable orbitals stay orthonormal in a differentiable overlap `S` near `t`, their
response `C'` obeys `C'ᵀ S C + Cᵀ S' C + Cᵀ S C' = 0` at `t`. -/
theorem orthonormality_response (hS : HasMatDeriv S S' t) (hC : HasMatDeriv C C' t)
    (hO : ∀ᶠ s in 𝓝 t, (C s)ᵀ * S s * C s = 1) :
    C'ᵀ * S t * C t + (C t)ᵀ * S' * C t + (C t)ᵀ * S t * C' = 0 := by
  have hCt : HasMatDeriv (fun s => (C s)ᵀ) C'ᵀ t := fun i j => hC j i
  have h := (hCt.mul hS).mul hC
  rw [← Matrix.add_mul]
  ext i j
  have h0 : HasDerivAt (fun s => ((C s)ᵀ * S s * C s) i j) 0 t :=
    (hasDerivAt_const t ((1 : Matrix m m ℝ) i j)).congr_of_eventuallyEq
      (hO.mono fun s hs => by simp only [hs])
  exact (h i j).unique h0
```

## (d) Removing the orbital response

Keep the assumptions of (c). Let $G$ now be a fixed symmetric matrix, let $S$ be symmetric at $t$, and let $GC=SCE$ hold at $t$. With $P'=C'C^T+CC'^T$, show that
$$\mathrm{tr}(P'G)=-\mathrm{tr}(WS').$$

**Solution.** Multiplying $GC=SCE$ by $C^T$ from the left gives $E=C^TGC$, so $E$ is symmetric. The transposed equation is then $C^TG=EC^TS$. Cyclic permutation gives
$$\begin{aligned}
\mathrm{tr}(C'C^TG)&=\mathrm{tr}(C'EC^TS)=\mathrm{tr}(E\,C^TSC'),\\
\mathrm{tr}(CC'^TG)&=\mathrm{tr}(C'^TSCE)=\mathrm{tr}(E\,C'^TSC),\\
\mathrm{tr}(WS')&=\mathrm{tr}(E\,C^TS'C).
\end{aligned}$$
The three right-hand sides add up to the trace of $E$ times the left-hand side of (c), which is zero. In Lean, `hE`, `hEs` and `hL` prepare the equations for $E$, `h1` to `h3` are the three lines above, and `h4` is the trace of $E$ times (c).

```lean
/-- For differentiable orbitals that stay orthonormal in the differentiable overlap `S` near `t`,
and solve `G C = S C E` at `t` with `G` and `S` symmetric, the density response satisfies
`tr (P' G) = - tr (W S')`. -/
theorem pulay_relation {G : Matrix n n ℝ} {E : Matrix m m ℝ}
    (hS : HasMatDeriv S S' t) (hC : HasMatDeriv C C' t)
    (hG : Gᵀ = G) (hSs : (S t)ᵀ = S t)
    (hO : ∀ᶠ s in 𝓝 t, (C s)ᵀ * S s * C s = 1) (hR : G * C t = S t * C t * E) :
    ((C' * (C t)ᵀ + C t * C'ᵀ) * G).trace = -(energyWeighted (C t) E * S').trace := by
  have hOt : (C t)ᵀ * S t * C t = 1 := hO.self_of_nhds
  -- the multiplier matrix is E = Cᵀ G C, hence symmetric
  have hE : E = (C t)ᵀ * G * C t := by
    rw [Matrix.mul_assoc, hR, ← Matrix.mul_assoc, ← Matrix.mul_assoc, hOt, Matrix.one_mul]
  have hEs : Eᵀ = E := by
    rw [hE]
    simp only [Matrix.transpose_mul, Matrix.transpose_transpose, hG, Matrix.mul_assoc]
  have hL : (C t)ᵀ * G = E * ((C t)ᵀ * S t) := by
    have h := congrArg Matrix.transpose hR
    simpa only [Matrix.transpose_mul, hG, hSs, hEs] using h
  -- bring every trace to the form tr (E ...)
  have h1 : (C' * (C t)ᵀ * G).trace = (E * ((C t)ᵀ * S t * C')).trace := by
    rw [Matrix.mul_assoc, hL, Matrix.trace_mul_comm, Matrix.mul_assoc]
  have h2 : (C t * C'ᵀ * G).trace = (E * (C'ᵀ * S t * C t)).trace := by
    rw [Matrix.mul_assoc, Matrix.trace_mul_comm, Matrix.mul_assoc, hR, ← Matrix.mul_assoc,
      ← Matrix.mul_assoc, Matrix.trace_mul_comm]
  have h3 : (C t * E * (C t)ᵀ * S').trace = (E * ((C t)ᵀ * S' * C t)).trace := by
    rw [Matrix.mul_assoc, Matrix.mul_assoc, Matrix.trace_mul_comm, Matrix.mul_assoc]
  have h4 := congrArg (fun M => (E * M).trace) (orthonormality_response hS hC hO)
  simp only [Matrix.mul_add, Matrix.trace_add, Matrix.mul_zero, Matrix.trace_zero] at h4
  rw [Matrix.add_mul, Matrix.trace_add, h1, h2, energyWeighted, h3]
  linarith
```

## (e) The sum of orbital energies

Let $F$, $S$ and $C$ be differentiable at $t$, with $F$ and $S$ symmetric there. Let $C^TSC=1$ and the Roothaan equation $FC=SCE$ hold near $t$. Show that
$$(\mathrm{tr}\,E)'=\mathrm{tr}(PF')-\mathrm{tr}(WS').$$

**Solution.** Near $t$,
$$\mathrm{tr}(PF)=\mathrm{tr}(C^TFC)=\mathrm{tr}(C^TSCE)=\mathrm{tr}\,E.$$
By (a) and (b), the derivative is $\mathrm{tr}(P'F)+\mathrm{tr}(PF')$, and (d) with $G=F(t)$ replaces the first term. In Lean, `hT` is the equality near $t$ and `key` is the use of (d). Differentiability of $E$ is not assumed.

Here $F'$ is the total derivative of $F$. If $F$ is a self-consistent Fock matrix, $F'$ contains the change of the mean field caused by $P'$, and inserting only differentiated integrals leaves out $\mathrm{tr}(P\,G(P'))$, where $G(P')$ is the mean field built from $P'$. This trace is not zero in general.

```lean
/-- For differentiable `F`, `S`, `C` with `F`, `S` symmetric at `t`, and `Cᵀ S C = 1` and
`F C = S C E` near `t`, the sum of orbital energies has the derivative
`tr (P F') - tr (W S')`. -/
theorem hasDerivAt_trace_orbitalEnergy {E : ℝ → Matrix m m ℝ}
    (hF : HasMatDeriv F F' t) (hS : HasMatDeriv S S' t) (hC : HasMatDeriv C C' t)
    (hFs : (F t)ᵀ = F t) (hSs : (S t)ᵀ = S t)
    (hO : ∀ᶠ s in 𝓝 t, (C s)ᵀ * S s * C s = 1)
    (hR : ∀ᶠ s in 𝓝 t, F s * C s = S s * C s * E s) :
    HasDerivAt (fun s => (E s).trace)
      ((density (C t) * F').trace - (energyWeighted (C t) (E t) * S').trace) t := by
  have hCt : HasMatDeriv (fun s => (C s)ᵀ) C'ᵀ t := fun i j => hC j i
  have hP : HasMatDeriv (fun s => density (C s)) (C' * (C t)ᵀ + C t * C'ᵀ) t := hC.mul hCt
  -- near t the sum of orbital energies is tr (P F)
  have hT : (fun s => (E s).trace) =ᶠ[𝓝 t] fun s => (density (C s) * F s).trace := by
    filter_upwards [hO, hR] with s ho hr
    rw [density, Matrix.mul_assoc, Matrix.trace_mul_comm, Matrix.mul_assoc, hr,
      ← Matrix.mul_assoc, ← Matrix.mul_assoc, ho, Matrix.one_mul]
  have key := pulay_relation hS hC hFs hSs hO hR.self_of_nhds
  refine HasDerivAt.congr_of_eventuallyEq ((hP.mul hF).trace.congr_deriv ?_) hT
  simp only [Matrix.trace_add]
  linarith
```

## (f) Exchanging two densities in the mean field

Let $g_{ijab}=g_{abij}$ and $g_{ijab}=g_{jiba}$, as for antisymmetrised integrals over real functions. For any matrices $P$ and $Q$, show that
$$\mathrm{tr}(P\,G(Q))=\mathrm{tr}(Q\,G(P)).$$

**Solution.** The two symmetries give $g_{jiab}=g_{abji}=g_{baij}$. Hence
$$\sum_{ijab}P_{ij}\,g_{jiab}\,Q_{ab}=\sum_{abij}Q_{ab}\,g_{baij}\,P_{ij},$$
which is the claim. In Lean, `swap` reorders the four sums, and `hpair` and `hflip` supply the symmetries.

```lean
omit [DecidableEq m] [Fintype m] in
/-- Reciprocity of the mean field: if `g i j k l = g k l i j = g j i l k`, then
`tr (P G(Q)) = tr (Q G(P))`. -/
theorem meanField_reciprocity {g : n → n → n → n → ℝ}
    (hpair : ∀ i j a b, g i j a b = g a b i j) (hflip : ∀ i j a b, g i j a b = g j i b a)
    (P Q : Matrix n n ℝ) : (P * meanField g Q).trace = (Q * meanField g P).trace := by
  have swap : ∀ f : n → n → n → n → ℝ,
      ∑ i, ∑ j, ∑ a, ∑ b, f i j a b = ∑ a, ∑ b, ∑ i, ∑ j, f i j a b := fun f => calc
    _ = ∑ i, ∑ a, ∑ j, ∑ b, f i j a b := Finset.sum_congr rfl fun i _ => Finset.sum_comm
    _ = ∑ a, ∑ i, ∑ j, ∑ b, f i j a b := Finset.sum_comm
    _ = ∑ a, ∑ i, ∑ b, ∑ j, f i j a b :=
      Finset.sum_congr rfl fun a _ => Finset.sum_congr rfl fun i _ => Finset.sum_comm
    _ = ∑ a, ∑ b, ∑ i, ∑ j, f i j a b := Finset.sum_congr rfl fun a _ => Finset.sum_comm
  simp only [Matrix.trace, Matrix.diag_apply, Matrix.mul_apply, meanField, Matrix.of_apply,
    Finset.mul_sum]
  refine (swap _).trans ?_
  refine Finset.sum_congr rfl fun a _ => Finset.sum_congr rfl fun b _ =>
    Finset.sum_congr rfl fun i _ => Finset.sum_congr rfl fun j _ => ?_
  rw [hpair j i a b, hflip a b j i]
  ring
```

## (g) The self-consistent energy

Let $h$, $g$, $S$ and $C$ be differentiable at $t$, with $h$ and $S$ symmetric and $g$ as in (f) at that point. Let the orbitals be orthonormal near $t$ and satisfy $(h+G(P))C=SCE$ at $t$. Writing $G'$ for the mean field built from $g'$, show that
$$\mathcal E'=\mathrm{tr}(Ph')+\tfrac12\mathrm{tr}(P\,G'(P))-\mathrm{tr}(WS').$$

**Solution.** The product rule gives
$$\mathcal E'=\mathrm{tr}(P'h)+\mathrm{tr}(Ph')+\tfrac12\left[\mathrm{tr}(P'G(P))+\mathrm{tr}(P\,G'(P))+\mathrm{tr}(P\,G(P'))\right].$$
By (f), the first and last terms in the bracket are equal, so the terms with $P'$ combine to $\mathrm{tr}(P'F)$ with $F=h+G(P)$. This $F$ is symmetric, because $P$ is symmetric and
$$G(P)_{ji}=\sum_{ab}g_{jiab}P_{ab}=\sum_{ab}g_{ijba}P_{ba}=G(P)_{ij}.$$
Now (d) gives $\mathrm{tr}(P'F)=-\mathrm{tr}(WS')$. In Lean, `hJ` differentiates the mean field, `hJs` is its symmetry, and `hrec` is (f).

The same argument suits any smooth energy function of $P$ and $t$ whose derivative with respect to $P$ is a symmetric matrix $F$ with $FC=SCE$, as in Kohn–Sham theory in a finite basis: the gradient is the derivative at fixed $P$, minus $\mathrm{tr}(WS')$.

```lean
/-- For differentiable `h`, `g`, `S`, `C` with `h`, `S` symmetric and
`g i j k l = g k l i j = g j i l k` at `t`, orbitals orthonormal near `t` and self-consistent at
`t`, the energy gradient is the energy expression with differentiated integrals minus
`tr (W S')`. -/
theorem hasDerivAt_scfEnergy {h : ℝ → Matrix n n ℝ} {h' : Matrix n n ℝ}
    {g : ℝ → n → n → n → n → ℝ} {g' : n → n → n → n → ℝ} {E : Matrix m m ℝ}
    (hh : HasMatDeriv h h' t)
    (hg : ∀ i j a b, HasDerivAt (fun s => g s i j a b) (g' i j a b) t)
    (hS : HasMatDeriv S S' t) (hC : HasMatDeriv C C' t)
    (hhs : (h t)ᵀ = h t) (hSs : (S t)ᵀ = S t)
    (hpair : ∀ i j a b, g t i j a b = g t a b i j)
    (hflip : ∀ i j a b, g t i j a b = g t j i b a)
    (hO : ∀ᶠ s in 𝓝 t, (C s)ᵀ * S s * C s = 1)
    (hR : (h t + meanField (g t) (density (C t))) * C t = S t * C t * E) :
    HasDerivAt (fun s => scfEnergy (h s) (g s) (density (C s)))
      (scfEnergy h' g' (density (C t)) - (energyWeighted (C t) E * S').trace) t := by
  have hCt : HasMatDeriv (fun s => (C s)ᵀ) C'ᵀ t := fun i j => hC j i
  have hP : HasMatDeriv (fun s => density (C s)) (C' * (C t)ᵀ + C t * C'ᵀ) t := hC.mul hCt
  -- the mean field changes through the integrals and through the density
  have hJ : HasMatDeriv (fun s => meanField (g s) (density (C s)))
      (meanField g' (density (C t)) + meanField (g t) (C' * (C t)ᵀ + C t * C'ᵀ)) t := by
    intro i j
    have h0 := HasDerivAt.fun_sum (u := Finset.univ) fun a _ =>
      HasDerivAt.fun_sum (u := Finset.univ) fun b _ => (hg i j a b).fun_mul (hP a b)
    simpa only [meanField, Matrix.add_apply, Matrix.of_apply, Finset.sum_add_distrib] using h0
  -- the Fock matrix is symmetric
  have hPs : ∀ a b, density (C t) a b = density (C t) b a := fun a b => by
    simp only [density, Matrix.mul_apply, Matrix.transpose_apply, mul_comm]
  have hJs : (meanField (g t) (density (C t)))ᵀ = meanField (g t) (density (C t)) := by
    ext i j
    simp only [Matrix.transpose_apply, meanField, Matrix.of_apply]
    refine Finset.sum_comm.trans ?_
    refine Finset.sum_congr rfl fun b _ => Finset.sum_congr rfl fun a _ => ?_
    rw [hflip j i a b, hPs a b]
  have key := pulay_relation hS hC (by rw [Matrix.transpose_add, hhs, hJs]) hSs hO hR
  have hrec := meanField_reciprocity hpair hflip (density (C t)) (C' * (C t)ᵀ + C t * C'ᵀ)
  refine ((hP.mul hh).trace.fun_add
    ((hP.mul hJ).trace.const_mul (1 / 2 : ℝ))).congr_deriv ?_
  simp only [Matrix.mul_add, Matrix.trace_add] at key ⊢
  simp only [scfEnergy]
  linarith
```

## (h) Two basis functions and one orbital

Take the following overlap matrix and occupied orbital. The norm of the second basis function changes with $t$, which the results above allow; for basis functions that stay normalised, the diagonal of $S'$ would be zero.

```lean
/-- The overlap matrix of a model basis of two functions. -/
def modelS (t : ℝ) : Matrix (Fin 2) (Fin 2) ℝ := !![1, t; t, t ^ 2 + Real.exp t ^ 2]

/-- The single occupied orbital of the model. -/
def modelC (t : ℝ) : Matrix (Fin 2) (Fin 1) ℝ := !![-t * Real.exp (-t); Real.exp (-t)]
```

With the constant matrix $F=\mathrm{diag}(0,1)$ and $E=e^{-2t}$, verify the conditions of (e) and show that
$$\mathrm{tr}(WS')=2e^{-2t}.$$

**Solution.** Multiplication gives $SC=(0,e^{t})^T$. Hence $C^TSC=1$ and $SCE=(0,e^{-t})^T=FC$. Differentiating the entries of $S$ gives $S'_{11}=0$, $S'_{12}=S'_{21}=1$ and $S'_{22}=2t+2e^{2t}$, so
$$\mathrm{tr}(WS')=e^{-2t}\,C^TS'C=e^{-2t}\left[-2te^{-2t}+(2t+2e^{2t})e^{-2t}\right]=2e^{-2t}.$$
Since $F'=0$, the Pulay term alone accounts for the change of the orbital energy, $(e^{-2t})'=-2e^{-2t}$. The other solution of the Roothaan equation is $(1,0)^T$ with energy $0$, so the model occupies the upper of its two levels; the results above hold for any occupied solutions, not only the lowest. The Lean proof checks the entries one by one, using $e^se^{-s}=1$ from `hab`. That $F$ is symmetric and has the derivative zero is plain, and is not part of the Lean statement.

```lean
/-- In the model, `S` and `C` have the stated derivatives at `t`, and `S` is symmetric at `t`. For
every `s`, the orbital is normalised in `S` and solves `F C = S C E` with `F = diag(0, 1)` and
`E = exp(-s)²`. The term `tr (W S')` at `t` is `2 exp(-t)²`. -/
theorem hasDerivAt_trace_orbitalEnergy_witness (t : ℝ) :
    HasMatDeriv modelS !![0, 1; 1, 2 * t + 2 * Real.exp t ^ 2] t ∧
    HasMatDeriv modelC !![-Real.exp (-t) + t * Real.exp (-t); -Real.exp (-t)] t ∧
    (modelS t)ᵀ = modelS t ∧
    (∀ s, (modelC s)ᵀ * modelS s * modelC s = 1) ∧
    (∀ s, (!![0, 0; 0, 1] : Matrix (Fin 2) (Fin 2) ℝ) * modelC s =
      modelS s * modelC s * !![Real.exp (-s) ^ 2]) ∧
    (energyWeighted (modelC t) !![Real.exp (-t) ^ 2] *
      !![0, 1; 1, 2 * t + 2 * Real.exp t ^ 2]).trace = 2 * Real.exp (-t) ^ 2 := by
  have hab : ∀ s : ℝ, Real.exp s * Real.exp (-s) = 1 := fun s => by
    rw [← Real.exp_add, add_neg_cancel, Real.exp_zero]
  have ha : HasDerivAt (fun s : ℝ => s ^ 2 + Real.exp s ^ 2) (2 * t + 2 * Real.exp t ^ 2) t :=
    (((hasDerivAt_id' t).fun_pow 2).fun_add ((Real.hasDerivAt_exp t).fun_pow 2)).congr_deriv
      (by norm_num; ring)
  have hb : HasDerivAt (fun s : ℝ => Real.exp (-s)) (-Real.exp (-t)) t :=
    (hasDerivAt_id' t).fun_neg.exp.congr_deriv (by ring)
  have hc : HasDerivAt (fun s : ℝ => -s * Real.exp (-s))
      (-Real.exp (-t) + t * Real.exp (-t)) t :=
    ((hasDerivAt_id' t).fun_neg.fun_mul hb).congr_deriv (by ring)
  refine ⟨?_, ?_, ?_, fun s => ?_, fun s => ?_, ?_⟩
  · intro i j
    fin_cases i <;> fin_cases j
    · exact hasDerivAt_const t (1 : ℝ)
    · exact hasDerivAt_id' t
    · exact hasDerivAt_id' t
    · exact ha
  · intro i j
    fin_cases i <;> fin_cases j
    · exact hc
    · exact hb
  · ext i j
    fin_cases i <;> fin_cases j <;> rfl
  · have h := hab s
    ext i j
    fin_cases i
    fin_cases j
    simp [modelS, modelC, Matrix.mul_apply, Fin.sum_univ_succ]
    linear_combination (Real.exp s * Real.exp (-s) + 1) * h
  · have h := hab s
    ext i j
    fin_cases i <;> fin_cases j
    · simp [modelS, modelC, Matrix.mul_apply, Fin.sum_univ_succ]
    · simp [modelS, modelC, Matrix.mul_apply, Fin.sum_univ_succ]
      linear_combination (-(Real.exp (-s) * (Real.exp s * Real.exp (-s) + 1))) * h
  · have h := hab t
    -- write the trace as sums of entries before inserting the orbital
    simp only [energyWeighted, Matrix.trace, Matrix.diag_apply, Matrix.mul_apply,
      Matrix.transpose_apply]
    simp [modelC, Fin.sum_univ_succ]
    linear_combination (2 * Real.exp (-t) ^ 2 * (Real.exp t * Real.exp (-t) + 1)) * h

end

end PulayTerms
```

```lean
#print axioms PulayTerms.hasDerivAt_trace_orbitalEnergy
#print axioms PulayTerms.hasDerivAt_scfEnergy
```

```
'PulayTerms.hasDerivAt_trace_orbitalEnergy' depends on axioms: [propext, Classical.choice, Quot.sound]
'PulayTerms.hasDerivAt_scfEnergy' depends on axioms: [propext, Classical.choice, Quot.sound]
```
